# The determinant det(1 − G₀V) reduces to the cluster where V acts; the trace of G − G₀ is in general not the trace over that cluster

Take two orbitals, numbered 0 and 1, at zero energy with unit hopping, and shift orbital 0 by a real energy $v\neq0$. With $G_0=(z-H_0)^{-1}$ and $G=(z-H_0-V)^{-1}$ at nonreal $z$, I find

$$1-G_0V=\begin{pmatrix}1-\dfrac{vz}{z^2-1}&0\\[2mm]-\dfrac{v}{z^2-1}&1\end{pmatrix}.$$

The determinant needs only the elements of $G_0$ and $V$ on orbital 0. Yet $G-G_0$ also has a nonzero diagonal element on orbital 1, where $V$ vanishes, so a trace over the shifted orbital misses something. Can this be made rigorous for any cluster in a finite system and machine-checked, with the missing part given explicitly?

## A triangular determinant and a trace that leaves the cluster

Yes. Let $P$ be the cluster, $Q$ its complement, and let $V_{ij}=0$ unless both $i,j\in P$. For $j\in Q$, column $j$ of $G_0V$ vanishes, so

$$1-G_0V=\begin{pmatrix}1-(G_0)_{PP}V_{PP}&0\\-(G_0)_{QP}V_{PP}&1\end{pmatrix},$$

$$\det(1-G_0V)=\det\bigl(1-(G_0)_{PP}V_{PP}\bigr).$$

For the trace, let $z$ be an eigenvalue of neither $H_0$ nor $H_0+V$, and put $A=z-H_0$, so that $G_0A=1$ and $(A-V)G=1$. Then

$$G-G_0=G_0AG-G_0(A-V)G=G_0VG,$$

and in the same way $G-G_0=GVG_0$. Inserting the second form into the first gives

$$G-G_0=G_0V(G_0+GVG_0)=G_0TG_0,\qquad T=V+VGV.$$

Rows and columns of $T$ outside $P$ vanish because those of $V$ do. For $i\in Q$ the diagonal element is therefore $\sum_{k,l\in P}(G_0)_{ik}T_{kl}(G_0)_{li}$, and

$$\operatorname{Tr}(G-G_0)=\operatorname{Tr}_P(G-G_0)+\operatorname{Tr}\bigl[(G_0)_{QP}T_{PP}(G_0)_{PQ}\bigr].$$

In the dimer, $G_0=\frac{1}{z^2-1}\begin{pmatrix}z&1\\1&z\end{pmatrix}$ and $G=\frac{1}{z^2-1-vz}\begin{pmatrix}z&1\\1&z-v\end{pmatrix}$, so

$$(G-G_0)_{00}=\frac{vz^2}{(z^2-1)(z^2-1-vz)},$$

$$(G-G_0)_{11}=\frac{v}{(z^2-1)(z^2-1-vz)}.$$

With $D(z)=\det(1-G_0V)=1-vz/(z^2-1)$, differentiation gives $D'=v(z^2+1)/(z^2-1)^2$, whereas $D\,(G-G_0)_{00}=vz^2/(z^2-1)^2$. The difference, $v/(z^2-1)^2$, is $D\,(G-G_0)_{11}$.

At $v=1$, $z=i$, one has $D=1+i/2$, $(G-G_0)_{00}=-(2-i)/10$ and $(G-G_0)_{11}=(2-i)/10$. The full trace is zero, as is $D'$, but the local trace would predict $D'=-1/4$.

The support condition matters. Move the same shift to orbital 1 and keep $P=\{0\}$: the cluster determinant is 1, while the full one is still $1+i/2$.

In Lean 4 with Mathlib:

```lean
import Mathlib

open Matrix

namespace LloydClusterTrace

noncomputable section

variable {n : Type*} [Fintype n] [DecidableEq n]

/-- The Green function `(z - H)⁻¹` of a Hamiltonian matrix `H` at complex energy `z`. -/
def green (H : Matrix n n ℂ) (z : ℂ) : Matrix n n ℂ := (z • (1 : Matrix n n ℂ) - H)⁻¹

/-- The matrix `V` has nonzero elements only between orbitals of the cluster `p`. -/
def SupportedOn (p : n → Prop) (V : Matrix n n ℂ) : Prop :=
  ∀ i j, ¬ (p i ∧ p j) → V i j = 0

/-- The block of `A` between orbitals in `p` (rows) and orbitals in `q` (columns). -/
def block (p q : n → Prop) (A : Matrix n n ℂ) : Matrix {i // p i} {i // q i} ℂ :=
  A.submatrix Subtype.val Subtype.val

/-- The scattering matrix `T = V + V G V`, with `G` the Green function of `H0 + V`. -/
def tMatrix (H0 V : Matrix n n ℂ) (z : ℂ) : Matrix n n ℂ :=
  V + V * green (H0 + V) z * V

omit [DecidableEq n] in
/-- A sum over all orbitals whose terms vanish outside the cluster is a sum over the cluster. -/
lemma sum_cluster (p : n → Prop) [DecidablePred p] (f : n → ℂ)
    (hf : ∀ k, ¬ p k → f k = 0) : ∑ k, f k = ∑ k : {k // p k}, f k := by
  have h0 : ∑ k : {k // ¬ p k}, f k = 0 := Finset.sum_eq_zero fun k _ => hf k k.2
  have hs : ∑ k : {k // p k}, f k + ∑ k : {k // ¬ p k}, f k = ∑ k, f k :=
    Fintype.sum_subtype_add_sum_subtype p f
  rw [← hs, h0, add_zero]

omit [DecidableEq n] in
/-- If `V` lives on the cluster, the columns of `A V` outside the cluster vanish. -/
lemma mul_off_cluster {p : n → Prop} {V : Matrix n n ℂ} (hV : SupportedOn p V)
    (A : Matrix n n ℂ) (i j : n) (hj : ¬ p j) : (A * V) i j = 0 := by
  rw [Matrix.mul_apply]
  exact Finset.sum_eq_zero fun k _ => by rw [hV k j (fun h => hj h.2), mul_zero]

/-- The determinant of `1 - G0 V` for a perturbation on a cluster equals the determinant
built from the cluster blocks of `G0` and `V`. -/
theorem det_eq_cluster_det (p : n → Prop) [DecidablePred p] (G0 V : Matrix n n ℂ)
    (hV : SupportedOn p V) :
    (1 - G0 * V).det = (1 - block p p G0 * block p p V).det := by
  have hz : ∀ i, p i → ∀ j, ¬ p j → (1 - G0 * V) i j = 0 := by
    intro i hi j hj
    have hij : i ≠ j := by
      rintro rfl
      exact hj hi
    rw [Matrix.sub_apply, Matrix.one_apply_ne hij, mul_off_cluster hV G0 i j hj, sub_zero]
  -- the cluster block closes on itself
  have hP : toSquareBlockProp (1 - G0 * V) p = 1 - block p p G0 * block p p V := by
    ext i j
    change (1 - G0 * V) i.1 j.1 = _
    have h1 : (1 : Matrix n n ℂ) i.1 j.1 = (1 : Matrix {i // p i} {i // p i} ℂ) i j := by
      simp [Matrix.one_apply, Subtype.ext_iff]
    rw [Matrix.sub_apply, Matrix.sub_apply, h1, Matrix.mul_apply, Matrix.mul_apply,
      sum_cluster p (fun k => G0 i.1 k * V k j.1)
        (fun k hk => by rw [hV k j.1 (fun h => hk h.1), mul_zero])]
    rfl
  -- the outer block is the identity
  have hQ : toSquareBlockProp (1 - G0 * V) (fun i => ¬ p i) = 1 := by
    ext i j
    change (1 - G0 * V) i.1 j.1 = _
    rw [Matrix.sub_apply, mul_off_cluster hV G0 i.1 j.1 j.2, sub_zero]
    simp [Matrix.one_apply, Subtype.ext_iff]
  rw [Matrix.twoBlockTriangular_det' _ p hz, hP, hQ, Matrix.det_one, mul_one]

/-- The change of the Green function is `G - G0 = G0 T G0`. -/
theorem green_sub_green (H0 V : Matrix n n ℂ) (z : ℂ)
    (h0 : IsUnit (z • (1 : Matrix n n ℂ) - H0).det)
    (h1 : IsUnit (z • (1 : Matrix n n ℂ) - (H0 + V)).det) :
    green (H0 + V) z - green H0 z = green H0 z * tMatrix H0 V z * green H0 z := by
  have a1 := Matrix.mul_nonsing_inv _ h0
  have a2 := Matrix.nonsing_inv_mul _ h0
  have b1 := Matrix.mul_nonsing_inv _ h1
  have b2 := Matrix.nonsing_inv_mul _ h1
  unfold tMatrix
  change _ * green H0 z = 1 at a1
  change green H0 z * _ = 1 at a2
  change _ * green (H0 + V) z = 1 at b1
  change green (H0 + V) z * _ = 1 at b2
  generalize green H0 z = g at *
  generalize green (H0 + V) z = G at *
  rw [← sub_sub] at b1 b2
  generalize z • (1 : Matrix n n ℂ) - H0 = A at *
  -- the Dyson equation from the left and from the right
  have e1 : G - g = g * V * G := by
    calc G - g = (g * A) * G - g * ((A - V) * G) := by rw [a2, b1, one_mul, mul_one]
      _ = g * V * G := by noncomm_ring
  have e2 : G - g = G * V * g := by
    calc G - g = G * (A * g) - (G * (A - V)) * g := by rw [a1, b2, one_mul, mul_one]
      _ = G * V * g := by noncomm_ring
  calc G - g = g * V * (g + (G - g)) := by rw [add_sub_cancel]; exact e1
    _ = g * V * (g + G * V * g) := by rw [e2]
    _ = g * (V + V * G * V) * g := by noncomm_ring

/-- The scattering matrix lives on the same cluster as the perturbation. -/
theorem tMatrix_supportedOn {p : n → Prop} {V : Matrix n n ℂ} (hV : SupportedOn p V)
    (H0 : Matrix n n ℂ) (z : ℂ) : SupportedOn p (tMatrix H0 V z) := by
  intro i j hij
  unfold tMatrix
  rw [Matrix.add_apply, hV i j hij, zero_add]
  by_cases hj : p j
  · have hi : ¬ p i := fun hi => hij ⟨hi, hj⟩
    rw [Matrix.mul_assoc, Matrix.mul_apply]
    exact Finset.sum_eq_zero fun k _ => by rw [hV i k (fun h => hi h.1), zero_mul]
  · exact mul_off_cluster hV _ i j hj

/-- The trace of `G - G0` is the trace over the cluster plus the trace of `G0 T G0` over
paths that start outside, scatter in the cluster and return. -/
theorem trace_eq_local_add_outside (p : n → Prop) [DecidablePred p]
    (H0 V : Matrix n n ℂ) (z : ℂ) (hV : SupportedOn p V)
    (h0 : IsUnit (z • (1 : Matrix n n ℂ) - H0).det)
    (h1 : IsUnit (z • (1 : Matrix n n ℂ) - (H0 + V)).det) :
    (green (H0 + V) z - green H0 z).trace
      = (block p p (green (H0 + V) z - green H0 z)).trace
        + (block (fun i => ¬ p i) p (green H0 z) * block p p (tMatrix H0 V z)
            * block p (fun i => ¬ p i) (green H0 z)).trace := by
  have hT := tMatrix_supportedOn hV H0 z
  rw [green_sub_green H0 V z h0 h1]
  generalize tMatrix H0 V z = T at *
  generalize green H0 z = g at *
  -- outside the cluster both intermediate sums run over cluster orbitals only
  have key : ∀ i : {i // ¬ p i}, (g * T * g) i.1 i.1
      = (block (fun i => ¬ p i) p g * block p p T * block p (fun i => ¬ p i) g) i i := by
    intro i
    rw [Matrix.mul_apply, Matrix.mul_apply,
      sum_cluster p (fun l => (g * T) i.1 l * g l i.1)
        (fun l hl => by rw [mul_off_cluster hT g i.1 l hl, zero_mul])]
    refine Finset.sum_congr rfl fun l _ => ?_
    have h2 : (g * T) i.1 l.1 = (block (fun i => ¬ p i) p g * block p p T) i l := by
      rw [Matrix.mul_apply, Matrix.mul_apply,
        sum_cluster p (fun k => g i.1 k * T k l.1)
          (fun k hk => by rw [hT k l.1 (fun h => hk h.1), mul_zero])]
      rfl
    rw [← h2]
    rfl
  have hs : ∑ i : {i // p i}, (g * T * g) i.1 i.1 + ∑ i : {i // ¬ p i}, (g * T * g) i.1 i.1
      = ∑ i, (g * T * g) i i :=
    Fintype.sum_subtype_add_sum_subtype p (fun i => (g * T * g) i i)
  rw [Finset.sum_congr rfl (fun i _ => key i)] at hs
  exact hs.symm

/-- Two orbitals at zero energy coupled by a unit hopping. -/
def dimerH : Matrix (Fin 2) (Fin 2) ℂ := !![0, 1; 1, 0]

/-- A real energy shift `v` of the first orbital. -/
def siteV (v : ℝ) : Matrix (Fin 2) (Fin 2) ℂ := !![(v : ℂ), 0; 0, 0]

lemma siteV_zero : siteV 0 = 0 := by
  ext i j
  fin_cases i <;> fin_cases j <;> simp [siteV]

lemma dimer_secular (v : ℝ) (z : ℂ) :
    z • (1 : Matrix (Fin 2) (Fin 2) ℂ) - (dimerH + siteV v) = !![z - v, -1; -1, z] := by
  ext i j
  fin_cases i <;> fin_cases j <;> simp [dimerH, siteV]

lemma dimer_det (v : ℝ) (z : ℂ) :
    (z • (1 : Matrix (Fin 2) (Fin 2) ℂ) - (dimerH + siteV v)).det = z ^ 2 - 1 - v * z := by
  rw [dimer_secular, Matrix.det_fin_two_of]
  ring

lemma green_shifted (v : ℝ) (z : ℂ) :
    green (dimerH + siteV v) z = (z ^ 2 - 1 - v * z)⁻¹ • !![z, 1; 1, z - v] := by
  unfold green
  rw [Matrix.inv_def, dimer_det, dimer_secular, Matrix.adjugate_fin_two_of,
    Ring.inverse_eq_inv', neg_neg]

lemma green_dimer (z : ℂ) : green dimerH z = (z ^ 2 - 1)⁻¹ • !![z, 1; 1, z] := by
  have h := green_shifted 0 z
  rw [siteV_zero, add_zero] at h
  rw [h]
  simp

/-- The secular polynomial of the shifted dimer has no zero at nonreal energy. -/
lemma dimer_regular (v : ℝ) {z : ℂ} (hz : z.im ≠ 0) : z ^ 2 - 1 - v * z ≠ 0 := by
  intro h
  have hr := congrArg Complex.re h
  have hi := congrArg Complex.im h
  simp only [pow_two, Complex.sub_re, Complex.sub_im, Complex.mul_re, Complex.mul_im,
    Complex.one_re, Complex.one_im, Complex.ofReal_re, Complex.ofReal_im,
    Complex.zero_re, Complex.zero_im] at hr hi
  have hx : 2 * z.re - v = 0 := mul_left_cancel₀ hz (by linear_combination hi)
  have hv : v = 2 * z.re := by linarith
  rw [hv] at hr
  nlinarith [sq_nonneg z.re, sq_nonneg z.im]

lemma dimer_regular_zero {z : ℂ} (hz : z.im ≠ 0) : z ^ 2 - 1 ≠ 0 := by
  have h := dimer_regular 0 hz
  rwa [Complex.ofReal_zero, zero_mul, sub_zero] at h

/-- The dimer with a shifted first orbital meets the support and invertibility conditions
of the trace decomposition at every nonreal energy. -/
theorem trace_eq_local_add_outside_witness (v : ℝ) {z : ℂ} (hz : z.im ≠ 0) :
    SupportedOn (fun i => i = 0) (siteV v)
      ∧ IsUnit (z • (1 : Matrix (Fin 2) (Fin 2) ℂ) - dimerH).det
      ∧ IsUnit (z • (1 : Matrix (Fin 2) (Fin 2) ℂ) - (dimerH + siteV v)).det := by
  refine ⟨?_, ?_, ?_⟩
  · intro i j h
    fin_cases i <;> fin_cases j <;> simp_all [siteV]
  · have h := dimer_det 0 z
    rw [siteV_zero, add_zero] at h
    rw [isUnit_iff_ne_zero, h]
    exact dimer_regular 0 hz
  · rw [isUnit_iff_ne_zero, dimer_det]
    exact dimer_regular v hz

/-- Shifting the first orbital of the dimer changes the diagonal Green function on the
second orbital by `v / ((z² - 1)(z² - 1 - v z))`, which is nonzero. -/
theorem dimer_outside_ne_zero {v : ℝ} (hv : v ≠ 0) {z : ℂ} (hz : z.im ≠ 0) :
    (green (dimerH + siteV v) z - green dimerH z) 1 1
        = v / ((z ^ 2 - 1) * (z ^ 2 - 1 - v * z))
      ∧ (green (dimerH + siteV v) z - green dimerH z) 1 1 ≠ 0 := by
  have h0 := dimer_regular_zero hz
  have h1 := dimer_regular v hz
  have e : (green (dimerH + siteV v) z - green dimerH z) 1 1
      = v / ((z ^ 2 - 1) * (z ^ 2 - 1 - v * z)) := by
    rw [green_shifted, green_dimer]
    change (z ^ 2 - 1 - v * z)⁻¹ * (z - v) - (z ^ 2 - 1)⁻¹ * z = _
    rw [inv_mul_eq_div, inv_mul_eq_div, div_sub_div _ _ h1 h0,
      div_eq_div_iff (mul_ne_zero h1 h0) (mul_ne_zero h0 h1)]
    ring
  refine ⟨e, ?_⟩
  rw [e]
  exact div_ne_zero (Complex.ofReal_ne_zero.mpr hv) (mul_ne_zero h0 h1)

/-- For the dimer, the determinant `det (1 - G0 V)` times the trace of `G - G0` over the
shifted orbital alone is not the energy derivative of that determinant. -/
theorem dimer_local_lloyd_fails {v : ℝ} (hv : v ≠ 0) {z : ℂ} (hz : z.im ≠ 0) :
    ¬ HasDerivAt (fun w => (1 - green dimerH w * siteV v).det)
      ((1 - green dimerH z * siteV v).det
        * (green (dimerH + siteV v) z - green dimerH z) 0 0) z := by
  have h0 := dimer_regular_zero hz
  have h1 := dimer_regular v hz
  have hD : ∀ w, (1 - green dimerH w * siteV v).det = 1 - v * (w / (w ^ 2 - 1)) := by
    intro w
    rw [green_dimer, Matrix.det_fin_two]
    simp [siteV]
    ring
  have hl : (green (dimerH + siteV v) z - green dimerH z) 0 0
      = v * z ^ 2 / ((z ^ 2 - 1) * (z ^ 2 - 1 - v * z)) := by
    rw [green_shifted, green_dimer]
    change (z ^ 2 - 1 - v * z)⁻¹ * z - (z ^ 2 - 1)⁻¹ * z = _
    rw [inv_mul_eq_div, inv_mul_eq_div, div_sub_div _ _ h1 h0,
      div_eq_div_iff (mul_ne_zero h1 h0) (mul_ne_zero h0 h1)]
    ring
  have hq : HasDerivAt (fun w : ℂ => w ^ 2 - 1) (2 * z) z := by
    simpa using (hasDerivAt_pow 2 z).sub_const 1
  have hd : HasDerivAt (fun w : ℂ => 1 - v * (w / (w ^ 2 - 1)))
      (v * (z ^ 2 + 1) / (z ^ 2 - 1) ^ 2) z :=
    ((((hasDerivAt_id' z).fun_div hq h0).const_mul (v : ℂ)).const_sub 1).congr_deriv (by ring)
  have hb : 1 - v * (z / (z ^ 2 - 1)) = (z ^ 2 - 1 - v * z) / (z ^ 2 - 1) := by
    rw [eq_div_iff h0, sub_mul, mul_assoc, div_mul_cancel₀ _ h0]
    ring
  have hp : (z ^ 2 - 1 - v * z) / (z ^ 2 - 1)
      * (v * z ^ 2 / ((z ^ 2 - 1) * (z ^ 2 - 1 - v * z)))
      = v * z ^ 2 / (z ^ 2 - 1) ^ 2 := by
    rw [div_mul_div_comm, div_eq_div_iff (mul_ne_zero h0 (mul_ne_zero h0 h1))
      (pow_ne_zero 2 h0)]
    ring
  intro h
  simp only [hD] at h
  rw [hl, hb, hp] at h
  -- the two candidate derivatives differ by v / (z² - 1)²
  have e := (div_left_inj' (pow_ne_zero 2 h0)).mp (h.unique hd)
  have hv0 : (v : ℂ) = 0 := by linear_combination -e
  exact hv (Complex.ofReal_eq_zero.mp hv0)

end

end LloydClusterTrace
```

```lean
#print axioms LloydClusterTrace.det_eq_cluster_det
#print axioms LloydClusterTrace.trace_eq_local_add_outside
#print axioms LloydClusterTrace.dimer_outside_ne_zero
#print axioms LloydClusterTrace.dimer_local_lloyd_fails
```

```
'LloydClusterTrace.det_eq_cluster_det' depends on axioms: [propext, Classical.choice, Quot.sound]
'LloydClusterTrace.trace_eq_local_add_outside' depends on axioms: [propext, Classical.choice, Quot.sound]
'LloydClusterTrace.dimer_outside_ne_zero' depends on axioms: [propext, Classical.choice, Quot.sound]
'LloydClusterTrace.dimer_local_lloyd_fails' depends on axioms: [propext, Classical.choice, Quot.sound]
```

In the file, `n` is any finite set of orbitals, `p` selects the cluster, `block` extracts submatrices, and `SupportedOn p V` is the support condition. `green` uses $z\cdot1-H$, which means an orthonormal basis. In `det_eq_cluster_det`, `G0` is an arbitrary matrix. `green_sub_green` and `trace_eq_local_add_outside` assume that $z-H_0$ and $z-H_0-V$ have invertible determinants, so $z$ is an eigenvalue of neither Hamiltonian; Hermiticity is not required.

Both dimer theorems assume real $v\neq0$ and nonreal $z$. `dimer_outside_ne_zero` gives the element on orbital 1 and its nonvanishing. `dimer_local_lloyd_fails` says that $D$ times the local trace is not $D'$. The identity behind Lloyd's formula, $D'/D=\operatorname{Tr}(G-G_0)$ with $D=\det(1-G_0V)$, is not a theorem of the file, nor are Friedel sums or infinite crystals treated.

For finite, non-interacting impurity models, the determinant needs only the cluster blocks of $V$ and of the Green function $G_0$ of the whole host, but a density-of-states change summed over the cluster can miss the response of the host.

The proof of the determinant identity computes the two diagonal blocks as `hP` and `hQ`, then applies Mathlib's block-triangular determinant. `mul_off_cluster` supplies the vanishing columns, and `sum_cluster` restricts intermediate sums to $P$.

In `green_sub_green`, `e1` and `e2` are the two Dyson equations, and the last `calc` combines them. `tMatrix_supportedOn` transfers the support to $T$; `key` then rewrites each outside diagonal element as a cluster sum, and the trace is split over $P$ and $Q$.

For the dimer, `dimer_regular` rules out zero denominators. With $z=x+iy$ and $y\neq0$, a root of $z^2-1-vz$ would force $v=2x$ from the imaginary part, leaving the real part $-x^2-y^2-1<0$. `trace_eq_local_add_outside_witness` uses this to verify the hypotheses of the trace theorem. The final proof computes $D'$ as `hd` and uses uniqueness of derivatives: equality with the local expression would give $v=0$.
